# In a hydrogenic atom, the 2p orbital captures 512/2187 of the squared norm of the first-order rigid shift of the 1s orbital

Take a hydrogen atom in atomic units, with the unnormalised 1s orbital exp(−r), where r is the distance from the nucleus. Move the orbital rigidly by a small distance s along z. To first order in s it changes by s cosθ exp(−r), with cosθ = z/r. This change has p symmetry, so the 2p orbital r exp(−r/2) cosθ is the lowest bound state that can contribute to it. The angular factors agree, and only the radial functions exp(−r) and r exp(−r/2) have to be compared. With the volume weight r², three integrals over r > 0 are needed:

∫ r² exp(−2r) dr = 1/4

∫ r³ exp(−3r/2) dr = 32/27

∫ r⁴ exp(−r) dr = 24

The squared overlap divided by the two squared norms is

(32/27)² / ((1/4) · 24) = 512/2187 ≈ 0.234.

The symmetry is right, but the 2p function is too diffuse: it reaches its maximum at r = 2, while the function to be fitted is largest at the nucleus.

## The captured fraction for any p exponent

For a nuclear charge Z > 0 and an exponent b > 0, let

f(r) = exp(−Zr), g(r) = r exp(−br),

I(φ,χ) = ∫ r² φ(r) χ(r) dr over r > 0, for radial functions φ and χ.

The fraction of the squared norm of f that g captures is

F(b) = I(f,g)² / (I(f,f) I(g,g)) = 192 Z³b⁵ / (Z+b)⁸.

The hydrogenic 2p function has b = Z/2, which gives F = 512/2187 < 1/4 for every Z. The largest value over all b > 0 is 253125/262144 ≈ 0.966, reached at b = 5Z/3. Since F is a ratio, normalising the functions does not change it. For normalised radial functions the overlap itself is √(512/2187) ≈ 0.484 in the 2p case.

## Nuclear displacements in a fixed p basis

Density functional perturbation theory computes the first-order change of the orbitals when a nucleus moves. If all basis functions are centred at the nucleus's original position and stay there, only those of p symmetry can contribute to the first-order shift of an s orbital. For one non-interacting electron in a Coulomb field, a sum over states cut off after 2p therefore recovers under a quarter of the squared norm of the response, while a single p function with a tighter exponent can recover most of it. The number 512/2187 also serves as a reference value for a radial overlap routine applied to these two functions, since it does not depend on Z.

## From the displaced orbital to the best exponent

**The shift.** The orbital displaced by s is exp(−Z r(s)), with r(s) = √(x² + y² + (z−s)²). Away from the nucleus, dr/ds = −z/r at s = 0, so the derivative of the orbital is

Z (z/r) exp(−Zr).

The constant Z and the angular factor z/r cancel in the captured fraction, which leaves f.

**The overlaps.** For β > 0 and k = 0, 1, 2, …, the Gamma integral gives

∫ r^k exp(−βr) dr = k!/β^(k+1).

Hence

I(f,f) = 2/(2Z)³ = 1/(4Z³)

I(f,g) = 6/(Z+b)⁴

I(g,g) = 24/(2b)⁵ = 3/(4b⁵)

and

F(b) = 36/(Z+b)⁸ · 4Z³ · 4b⁵/3 = 192 Z³b⁵/(Z+b)⁸.

At b = Z/2 this is 6/(3/2)⁸ = 1536/6561 = 512/2187. It is below 1/4 because 4 · 512 = 2048 < 2187.

**The fit.** Subtract a multiple c of g from f and expand:

I(f−cg, f−cg) = I(f,f) − 2c I(f,g) + c² I(g,g).

With c₀ = I(f,g)/I(g,g), completing the square gives

I(f−cg, f−cg) = (1−F) I(f,f) + I(g,g) (c−c₀)².

The last term is never negative and vanishes at c = c₀. F is therefore the part of the squared norm that the best fit removes. For 2p, at least 1 − 512/2187 = 1675/2187 of it remains, whatever c is.

**The best exponent.** Put

u = 8Z/(3(Z+b)), v = 8b/(5(Z+b)).

Then 3u + 5v = 8, and substitution gives

F(b) = (253125/262144) u³v⁵.

Every real t satisfies t ≤ exp(t−1). Since u and v are positive,

u³v⁵ ≤ exp(3(u−1) + 5(v−1)) = exp(0) = 1.

At b = 5Z/3 both u and v equal 1, and the bound is attained.

**A floor for every exponent.** Since F(b) ≤ 253125/262144, the fit identity gives, for all b > 0 and all real c,

I(f−cg, f−cg) ≥ (9019/262144) I(f,f).

Any single function of the form r exp(−br) thus leaves at least 3.4 per cent of the squared norm, and the 2p function leaves far more. This corollary is derived here by hand and has no theorem of its own in the code.

## Slater overlaps, fit error and optimum in Lean

```lean
import Mathlib

open MeasureTheory Set

namespace RigidShiftCapture

noncomputable section

/-- The radial inner product: the integral of `r² f(r) g(r)` over `r > 0`. -/
def radialInner (f g : ℝ → ℝ) : ℝ := ∫ r in Ioi (0 : ℝ), r ^ 2 * f r * g r

/-- The unnormalised Slater radial function `rⁿ exp(-b r)`. -/
def slater (n : ℕ) (b r : ℝ) : ℝ := r ^ n * Real.exp (-b * r)

/-- The fraction of the squared norm of `f` captured by the single function `g`, for `f` and `g` of
finite, nonzero radial norm. -/
def capturedFraction (f g : ℝ → ℝ) : ℝ :=
  radialInner f g ^ 2 / (radialInner f f * radialInner g g)

/-- Away from the nucleus, the first-order change, per unit displacement, of a 1s orbital
`exp(-Z r)` shifted rigidly along `z` is `Z (z/r)` times the radial function `exp(-Z r)`. -/
theorem rigid_shift_response (Z x y z : ℝ) (h : 0 < x ^ 2 + y ^ 2 + z ^ 2) :
    HasDerivAt (fun s : ℝ => Real.exp (-Z * √(x ^ 2 + y ^ 2 + (z - s) ^ 2)))
      (Z * (z / √(x ^ 2 + y ^ 2 + z ^ 2)) * slater 0 Z (√(x ^ 2 + y ^ 2 + z ^ 2))) 0 := by
  have h1 : HasDerivAt (fun s : ℝ => x ^ 2 + y ^ 2 + (z - s) ^ 2) (-(2 * z)) 0 :=
    ((((hasDerivAt_id' (0 : ℝ)).const_sub z).fun_pow 2).const_add (x ^ 2 + y ^ 2)).congr_deriv
      (by norm_num)
  have h2 := h1.sqrt (by rw [sub_zero]; exact h.ne')
  refine ((h2.const_mul (-Z)).exp).congr_deriv ?_
  have hr : √(x ^ 2 + y ^ 2 + z ^ 2) ≠ 0 := (Real.sqrt_pos.mpr h).ne'
  have key : -Z * (-(2 * z) / (2 * √(x ^ 2 + y ^ 2 + z ^ 2)))
      = Z * (z / √(x ^ 2 + y ^ 2 + z ^ 2)) := by
    field_simp
  simp only [sub_zero, slater, pow_zero, one_mul]
  rw [key, mul_comm]

/-- The radial moment of an exponential: for `b > 0` the integral of `rᵏ exp(-b r)` over
`r > 0` is `k!/bᵏ⁺¹`. -/
theorem radial_moment (k : ℕ) {b : ℝ} (hb : 0 < b) :
    ∫ r in Ioi (0 : ℝ), r ^ k * Real.exp (-(b * r)) = (k.factorial : ℝ) / b ^ (k + 1) := by
  have h := Real.integral_rpow_mul_exp_neg_mul_Ioi (a := (k : ℝ) + 1) (r := b)
    (by positivity) hb
  have e : (k : ℝ) + 1 = ((k + 1 : ℕ) : ℝ) := by norm_num
  simp only [add_sub_cancel_right, Real.rpow_natCast] at h
  rw [h, Real.Gamma_nat_eq_factorial, e, Real.rpow_natCast, one_div, inv_pow,
    div_eq_mul_inv, mul_comm]

/-- Two Slater functions whose exponents have a positive sum have a convergent overlap integral,
equal to `(m+n+2)!/(a+b)^(m+n+3)`. -/
theorem slater_overlap (m n : ℕ) {a b : ℝ} (hab : 0 < a + b) :
    IntegrableOn (fun r => r ^ 2 * slater m a r * slater n b r) (Ioi 0) ∧
      radialInner (slater m a) (slater n b)
        = ((m + n + 2).factorial : ℝ) / (a + b) ^ (m + n + 2 + 1) := by
  have hf : (fun r => r ^ 2 * slater m a r * slater n b r)
      = fun r => r ^ (m + n + 2) * Real.exp (-((a + b) * r)) := by
    funext r
    rw [show -((a + b) * r) = -a * r + -b * r by ring, Real.exp_add]
    unfold slater
    ring
  have hm := radial_moment (m + n + 2) hab
  unfold radialInner
  rw [hf]
  refine ⟨?_, hm⟩
  -- a non-integrable function would have integral zero, but the moment is positive
  by_contra hn
  have h0 := integral_undef hn
  rw [hm] at h0
  have hp : 0 < ((m + n + 2).factorial : ℝ) / (a + b) ^ (m + n + 2 + 1) := by positivity
  exact hp.ne' h0

/-- For `Z, b > 0`, the p function `r exp(-b r)` captures the fraction `192 Z³ b⁵/(Z+b)⁸` of the
squared norm of the radial function `exp(-Z r)`. -/
theorem captured_slater {Z b : ℝ} (hZ : 0 < Z) (hb : 0 < b) :
    capturedFraction (slater 0 Z) (slater 1 b) = 192 * Z ^ 3 * b ^ 5 / (Z + b) ^ 8 := by
  have hff : radialInner (slater 0 Z) (slater 0 Z) = 1 / (4 * Z ^ 3) := by
    rw [(slater_overlap 0 0 (by positivity)).2,
      show (Nat.factorial (0 + 0 + 2) : ℝ) = 2 by norm_num [Nat.factorial],
      div_eq_div_iff (by positivity) (by positivity)]
    ring
  have hfg : radialInner (slater 0 Z) (slater 1 b) = 6 / (Z + b) ^ 4 := by
    rw [(slater_overlap 0 1 (by positivity)).2,
      show (Nat.factorial (0 + 1 + 2) : ℝ) = 6 by norm_num [Nat.factorial]]
  have hgg : radialInner (slater 1 b) (slater 1 b) = 3 / (4 * b ^ 5) := by
    rw [(slater_overlap 1 1 (by positivity)).2,
      show (Nat.factorial (1 + 1 + 2) : ℝ) = 24 by norm_num [Nat.factorial],
      div_eq_div_iff (by positivity) (by positivity)]
    ring
  unfold capturedFraction
  rw [hff, hfg, hgg]
  field_simp
  ring

/-- For `Z > 0`, the hydrogenic 2p radial function `r exp(-Z r/2)` captures exactly `512/2187` of
the squared norm of the radial function `exp(-Z r)`, which is less than a quarter. -/
theorem captured_2p {Z : ℝ} (hZ : 0 < Z) :
    capturedFraction (slater 0 Z) (slater 1 (Z / 2)) = 512 / 2187 ∧
      capturedFraction (slater 0 Z) (slater 1 (Z / 2)) < 1 / 4 := by
  have h : capturedFraction (slater 0 Z) (slater 1 (Z / 2)) = 512 / 2187 := by
    rw [captured_slater hZ (by positivity), div_eq_div_iff (by positivity) (by norm_num)]
    ring
  exact ⟨h, by rw [h]; norm_num⟩

/-- For `Z, b > 0`, the squared radial error of fitting `exp(-Z r)` by `c r exp(-b r)` is the
uncaptured part of the squared norm of `exp(-Z r)` plus a non-negative term that vanishes when `c`
is the projection coefficient. -/
theorem fit_error {Z b : ℝ} (hZ : 0 < Z) (hb : 0 < b) (c : ℝ) :
    radialInner (fun r => slater 0 Z r - c * slater 1 b r)
        (fun r => slater 0 Z r - c * slater 1 b r)
      = (1 - capturedFraction (slater 0 Z) (slater 1 b)) * radialInner (slater 0 Z) (slater 0 Z)
        + radialInner (slater 1 b) (slater 1 b)
          * (c - radialInner (slater 0 Z) (slater 1 b)
              / radialInner (slater 1 b) (slater 1 b)) ^ 2 := by
  obtain ⟨i1, v1⟩ := slater_overlap 0 0 (add_pos hZ hZ)
  obtain ⟨i2, -⟩ := slater_overlap 0 1 (add_pos hZ hb)
  obtain ⟨i3, v3⟩ := slater_overlap 1 1 (add_pos hb hb)
  have p1 : radialInner (slater 0 Z) (slater 0 Z) ≠ 0 := by rw [v1]; positivity
  have p3 : radialInner (slater 1 b) (slater 1 b) ≠ 0 := by rw [v3]; positivity
  -- expand the square under the integral
  have expand : radialInner (fun r => slater 0 Z r - c * slater 1 b r)
      (fun r => slater 0 Z r - c * slater 1 b r)
      = radialInner (slater 0 Z) (slater 0 Z) - 2 * c * radialInner (slater 0 Z) (slater 1 b)
        + c ^ 2 * radialInner (slater 1 b) (slater 1 b) := by
    have j2 : IntegrableOn (fun r => 2 * c * (r ^ 2 * slater 0 Z r * slater 1 b r)) (Ioi 0) :=
      i2.const_mul (2 * c)
    have j3 : IntegrableOn (fun r => c ^ 2 * (r ^ 2 * slater 1 b r * slater 1 b r)) (Ioi 0) :=
      i3.const_mul (c ^ 2)
    have j12 : IntegrableOn (fun r => r ^ 2 * slater 0 Z r * slater 0 Z r
        - 2 * c * (r ^ 2 * slater 0 Z r * slater 1 b r)) (Ioi 0) := i1.sub j2
    unfold radialInner
    rw [← integral_const_mul, ← integral_const_mul, ← integral_sub i1 j2,
      ← integral_add j12 j3]
    congr 1
    funext r
    ring
  rw [expand]
  unfold capturedFraction
  field_simp
  ring

/-- For `Z > 0`, whatever multiple of the 2p function is subtracted, at least `1675/2187` of the
squared norm of the shift's radial function remains. -/
theorem residual_2p {Z : ℝ} (hZ : 0 < Z) (c : ℝ) :
    1675 / 2187 * radialInner (slater 0 Z) (slater 0 Z)
      ≤ radialInner (fun r => slater 0 Z r - c * slater 1 (Z / 2) r)
          (fun r => slater 0 Z r - c * slater 1 (Z / 2) r) := by
  have hb : 0 < Z / 2 := by positivity
  have hg : 0 ≤ radialInner (slater 1 (Z / 2)) (slater 1 (Z / 2)) := by
    rw [(slater_overlap 1 1 (add_pos hb hb)).2]
    positivity
  rw [fit_error hZ hb c, (captured_2p hZ).1]
  have := mul_nonneg hg (sq_nonneg (c - radialInner (slater 0 Z) (slater 1 (Z / 2))
    / radialInner (slater 1 (Z / 2)) (slater 1 (Z / 2))))
  linarith

/-- For `Z > 0`, no p function `r exp(-b r)` with `b > 0` captures more than `253125/262144` of the
squared norm of `exp(-Z r)`, and the exponent `b = 5Z/3` attains this value. -/
theorem best_exponent {Z : ℝ} (hZ : 0 < Z) :
    (∀ b : ℝ, 0 < b → capturedFraction (slater 0 Z) (slater 1 b) ≤ 253125 / 262144) ∧
      capturedFraction (slater 0 Z) (slater 1 (5 * Z / 3)) = 253125 / 262144 := by
  constructor
  · intro b hb
    have hs : 0 < Z + b := add_pos hZ hb
    obtain ⟨u, hu⟩ : ∃ u, u = 8 * Z / (3 * (Z + b)) := ⟨_, rfl⟩
    obtain ⟨v, hv⟩ : ∃ v, v = 8 * b / (5 * (Z + b)) := ⟨_, rfl⟩
    have hu0 : 0 ≤ u := by rw [hu]; positivity
    have hv0 : 0 ≤ v := by rw [hv]; positivity
    have hsum : 3 * (u - 1) + 5 * (v - 1) = 0 := by
      rw [hu, hv]
      field_simp
      ring
    -- the tangent bound t ≤ exp(t - 1) gives the weighted mean inequality
    have hu1 : u ≤ Real.exp (u - 1) := by linarith [Real.add_one_le_exp (u - 1)]
    have hv1 : v ≤ Real.exp (v - 1) := by linarith [Real.add_one_le_exp (v - 1)]
    have huv : u ^ 3 * v ^ 5 ≤ 1 := by
      calc u ^ 3 * v ^ 5 ≤ Real.exp (u - 1) ^ 3 * Real.exp (v - 1) ^ 5 := by gcongr
        _ = Real.exp (3 * (u - 1) + 5 * (v - 1)) := by
          rw [Real.exp_add, ← Real.exp_nat_mul, ← Real.exp_nat_mul]
          norm_num
        _ = 1 := by rw [hsum, Real.exp_zero]
    have hval : 192 * Z ^ 3 * b ^ 5 / (Z + b) ^ 8 = 253125 / 262144 * (u ^ 3 * v ^ 5) := by
      rw [hu, hv]
      field_simp
      ring
    rw [captured_slater hZ hb, hval]
    linarith
  · rw [captured_slater hZ (by positivity), div_eq_div_iff (by positivity) (by norm_num)]
    ring

end

end RigidShiftCapture
```

```lean
#print axioms RigidShiftCapture.rigid_shift_response
#print axioms RigidShiftCapture.residual_2p
#print axioms RigidShiftCapture.best_exponent
```

```
'RigidShiftCapture.rigid_shift_response' depends on axioms: [propext, Classical.choice, Quot.sound]
'RigidShiftCapture.residual_2p' depends on axioms: [propext, Classical.choice, Quot.sound]
'RigidShiftCapture.best_exponent' depends on axioms: [propext, Classical.choice, Quot.sound]
```

## What the theorems say about the shift

`radialInner f g` is I(f,g), with the weight r² built in. `slater n b` is the unnormalised function rⁿ exp(−br), so f is `slater 0 Z` and g is `slater 1 b`. The power n is a power of r and not a quantum number: the 2p function is `slater 1 (Z / 2)`. `capturedFraction` is the normalised squared overlap F.

`rigid_shift_response` states the derivative of the displaced orbital at s = 0 for any point with x² + y² + z² > 0. That hypothesis excludes the nucleus, where the 1s orbital has its cusp. The proof differentiates the squared distance, then the square root, then the exponential, as in the calculation above.

`radial_moment` specialises Mathlib's Gamma integral to whole-number powers. `slater_overlap` combines the two exponentials into one and reads off the overlap, under the sole condition that the exponents have a positive sum. It also proves that the integral converges. Lean assigns the value zero to the integral of a non-integrable function, so the positive value already found rules out divergence.

`captured_slater` inserts the three overlaps and obtains the formula for F(b) for all Z > 0 and b > 0. `captured_2p` evaluates it at b = Z/2 and adds the comparison with 1/4.

`fit_error` is the completed square, for every real c. Its proof uses the convergence statements to split the integral of the expanded square into three, and `field_simp` and `ring` then do the algebra. `residual_2p` drops the non-negative square to get the bound 1675/2187.

`best_exponent` has two parts: the upper bound for all b > 0, and its attainment at b = 5Z/3. The proof introduces the same u and v. The steps `hu1` and `hv1` are the inequality t ≤ exp(t−1), `huv` is the bound on u³v⁵, and `hval` rewrites F in terms of u and v. The theorem does not say that 5Z/3 is the only optimal exponent.

The three-dimensional derivative and the radial integrals are separate theorems. The angular integration that links them is not formalised; it multiplies all three inner products by the same factor, 4π/3, which cancels in F.

The model is a single electron in a bare Coulomb field, fitted with one p function at a time. Screening, electron interaction and pseudopotentials are absent, and a pseudo-orbital that is smooth at the nucleus would give different numbers. F measures squared norm, so it does not translate directly into an error in a force constant or a phonon frequency.
